# The Dirac-matrix factors of the Coulomb–Gaunt and Coulomb–Breit interactions have only integer eigenvalues

Two electrons sit a distance $r$ apart along the unit vector $n$. In atomic units, their Coulomb repulsion with the magnetic Gaunt term is $(1-\alpha^{(1)}\!\cdot\alpha^{(2)})/r$. Adding the lowest-order retardation correction gives the Coulomb–Breit form $\bigl(1-\tfrac12[\alpha^{(1)}\!\cdot\alpha^{(2)}+(\alpha^{(1)}\!\cdot n)(\alpha^{(2)}\!\cdot n)]\bigr)/r$. Which eigenvalues do the 16 by 16 numerators have, and does the direction $n$ matter?

These interaction forms are taken as given. The problem concerns only their matrix factors at fixed separation, without kinetic energy, antisymmetrisation or projection onto positive energies.

## Matrices for one and two particles

A `Spinor` index consists of an upper/lower label and a spin label.

```lean
import Mathlib

open Matrix Polynomial
open scoped Kronecker

namespace GauntBreitSpectrum

noncomputable section

/-- Index of a Dirac spinor: upper or lower component, then spin up or down. -/
abbrev Spinor := Fin 2 × Fin 2
```

Indices $0,1,2$ mean $x,y,z$, so $\sigma_0=\sigma_x$ is not the identity. In the Dirac representation $\alpha_i=\sigma_x\otimes\sigma_i$.

```lean
/-- The three Pauli matrices. -/
def pauli : Fin 3 → Matrix (Fin 2) (Fin 2) ℂ :=
  ![!![0, 1; 1, 0], !![0, -Complex.I; Complex.I, 0], !![1, 0; 0, -1]]

/-- The 4 by 4 Dirac matrices `α_i` in the Dirac representation, with `σ_i` in both
off-diagonal blocks. -/
def alpha (i : Fin 3) : Matrix Spinor Spinor ℂ := pauli 0 ⊗ₖ pauli i

/-- The component `α·n` of the Dirac matrices along a real vector `n`. -/
def alphaAlong (n : Fin 3 → ℝ) : Matrix Spinor Spinor ℂ := ∑ i, (n i : ℂ) • alpha i
```

An operator $A$ acts on particle 1 as $A\otimes1$ and on particle 2 as $1\otimes A$.

```lean
/-- A one-particle operator acting on particle 1 of a pair. -/
def onFirst (A : Matrix Spinor Spinor ℂ) : Matrix (Spinor × Spinor) (Spinor × Spinor) ℂ :=
  A ⊗ₖ (1 : Matrix Spinor Spinor ℂ)

/-- A one-particle operator acting on particle 2 of a pair. -/
def onSecond (A : Matrix Spinor Spinor ℂ) : Matrix (Spinor × Spinor) (Spinor × Spinor) ℂ :=
  (1 : Matrix Spinor Spinor ℂ) ⊗ₖ A
```

The two couplings are `alphaDot` and `alphaLong n`.

```lean
/-- The scalar product `α1·α2` of the Dirac matrices of two particles. -/
def alphaDot : Matrix (Spinor × Spinor) (Spinor × Spinor) ℂ :=
  ∑ i, onFirst (alpha i) * onSecond (alpha i)

/-- The product `(α1·n)(α2·n)` of the components along `n`. -/
def alphaLong (n : Fin 3 → ℝ) : Matrix (Spinor × Spinor) (Spinor × Spinor) ℂ :=
  onFirst (alphaAlong n) * onSecond (alphaAlong n)
```

For complex $a,b$, define the two-spin operator $K=a\sum_i\sigma_i\otimes\sigma_i+b(\sigma\cdot n)\otimes(\sigma\cdot n)$. The last two definitions number the spin states $\uparrow\uparrow,\uparrow\downarrow,\downarrow\uparrow,\downarrow\downarrow$ and put both spins before both upper/lower labels.

```lean
/-- The two-spin operator `a σ1·σ2 + b (σ1·n)(σ2·n)`. -/
def spinCoupling (a b : ℂ) (n : Fin 3 → ℝ) : Matrix (Fin 2 × Fin 2) (Fin 2 × Fin 2) ℂ :=
  a • (∑ i, pauli i ⊗ₖ pauli i) +
    b • ((∑ i, (n i : ℂ) • pauli i) ⊗ₖ (∑ i, (n i : ℂ) • pauli i))

/-- Numbering of the four product states of two spins. -/
def pairIndex : Fin 4 ≃ Fin 2 × Fin 2 where
  toFun := ![(0, 0), (0, 1), (1, 0), (1, 1)]
  invFun p := (![![0, 1], ![2, 3]] : Fin 2 → Fin 2 → Fin 4) p.1 p.2
  left_inv := by intro i; fin_cases i <;> rfl
  right_inv := by rintro ⟨i, j⟩; fin_cases i <;> fin_cases j <;> rfl

/-- Regrouping of the indices of two Dirac spinors: both spins first, then both
upper/lower labels. -/
def regroup : (Fin 2 × Fin 2) × (Fin 2 × Fin 2) ≃ Spinor × Spinor where
  toFun p := ((p.2.1, p.1.1), (p.2.2, p.1.2))
  invFun q := ((q.1.2, q.2.2), (q.1.1, q.2.1))
  left_inv _ := rfl
  right_inv _ := rfl
```

## (a) Dirac relations

Show that $\alpha_i\alpha_j+\alpha_j\alpha_i=2\delta_{ij}$.

**Solution.** Since $\sigma_x^2=1$, the left side is $1\otimes(\sigma_i\sigma_j+\sigma_j\sigma_i)=2\delta_{ij}$. Lean checks the Pauli relations entry by entry.

```lean
/-- The matrices `α_i` satisfy the Dirac relations `α_i α_j + α_j α_i = 2 δ_ij`. -/
theorem alpha_anticommutator (i j : Fin 3) :
    alpha i * alpha j + alpha j * alpha i = (if i = j then 2 else 0 : ℂ) • 1 := by
  have hp : pauli i * pauli j + pauli j * pauli i = (if i = j then 2 else 0 : ℂ) • 1 := by
    fin_cases i <;> fin_cases j <;> ext k l <;> fin_cases k <;> fin_cases l <;>
      simp [pauli] <;> norm_num
  have h0 : pauli 0 * pauli 0 = 1 := by
    ext k l
    fin_cases k <;> fin_cases l <;> simp [pauli, Matrix.mul_apply, Fin.sum_univ_two]
  unfold alpha
  rw [← mul_kronecker_mul, ← mul_kronecker_mul, ← kronecker_add, hp, h0, kronecker_smul,
    one_kronecker_one]
```

## (b) Separating spin from the upper/lower labels

Let $M=a\,\alpha^{(1)}\!\cdot\alpha^{(2)}+b(\alpha^{(1)}\!\cdot n)(\alpha^{(2)}\!\cdot n)$. Show that regrouping turns $M$ into $K\otimes\sigma_x\otimes\sigma_x$.

**Solution.** Each term $(\sigma_x\otimes\sigma_i)\otimes(\sigma_x\otimes\sigma_j)$ becomes $(\sigma_i\otimes\sigma_j)\otimes(\sigma_x\otimes\sigma_x)$. Summing with the coefficients of $M$ gives $K$ in the first factor. In Lean, `submatrix regroup regroup` performs the reordering.

```lean
/-- With the indices regrouped, `a α1·α2 + b (α1·n)(α2·n)` is the two-spin operator
times the exchange of upper and lower components in both particles. -/
theorem coupling_regroup (a b : ℂ) (n : Fin 3 → ℝ) :
    (a • alphaDot + b • alphaLong n).submatrix regroup regroup =
      spinCoupling a b n ⊗ₖ (pauli 0 ⊗ₖ pauli 0) := by
  have h (A B : Matrix Spinor Spinor ℂ) : onFirst A * onSecond B = A ⊗ₖ B := by
    unfold onFirst onSecond
    rw [← mul_kronecker_mul, mul_one, one_mul]
  unfold alphaDot alphaLong spinCoupling
  simp only [h]
  ext ⟨⟨s, s'⟩, r, r'⟩ ⟨⟨t, t'⟩, u, u'⟩
  simp only [alphaAlong, alpha, regroup, Equiv.coe_fn_mk, Matrix.submatrix_apply,
    Matrix.add_apply, Matrix.smul_apply, kroneckerMap_apply, smul_eq_mul, Fin.sum_univ_three]
  ring
```

## (c) Halving the problem twice

For any two-spin matrix $K$, show that
$$\det(c+K\otimes\sigma_x\otimes\sigma_x)=\det(c+K)^2\det(c-K)^2.$$

**Solution.** With $H=\begin{pmatrix}1&1\\1&-1\end{pmatrix}$, $\sigma_xH=H\sigma_z$. Conjugation by the invertible matrix $1\otimes H\otimes H$ therefore replaces both $\sigma_x$ by $\sigma_z$. Now $\sigma_z\otimes\sigma_z$ has diagonal $1,-1,-1,1$, leaving blocks $c+K,\,c-K,\,c-K,\,c+K$. These steps are `key` and `hblock`.

```lean
/-- For any two-spin operator `K`, the determinant of `c + K ⊗ σ_x ⊗ σ_x` is
`det(c + K)² det(c - K)²`. -/
theorem det_exchange (c : ℂ) (K : Matrix (Fin 2 × Fin 2) (Fin 2 × Fin 2) ℂ) :
    (c • 1 + K ⊗ₖ (pauli 0 ⊗ₖ pauli 0)).det = (c • 1 + K).det ^ 2 * (c • 1 - K).det ^ 2 := by
  let H : Matrix (Fin 2) (Fin 2) ℂ := !![1, 1; 1, -1]
  let H' : Matrix (Fin 2) (Fin 2) ℂ := !![1/2, 1/2; 1/2, -1/2]
  have hH : H * H' = 1 := by
    ext i j
    fin_cases i <;> fin_cases j <;>
      simp [H, H', Matrix.mul_apply, Fin.sum_univ_two] <;> norm_num
  have hX : pauli 0 * H = H * pauli 2 := by
    ext i j
    fin_cases i <;> fin_cases j <;> simp [H, pauli, Matrix.mul_apply, Fin.sum_univ_two]
  let W := (1 : Matrix (Fin 2 × Fin 2) (Fin 2 × Fin 2) ℂ) ⊗ₖ (H ⊗ₖ H)
  let W' := (1 : Matrix (Fin 2 × Fin 2) (Fin 2 × Fin 2) ℂ) ⊗ₖ (H' ⊗ₖ H')
  have hW : W * W' = 1 := by
    simp only [W, W', ← mul_kronecker_mul, hH, one_kronecker_one, mul_one]
  have hdet : W.det ≠ 0 := by
    intro h0
    have h1 := congrArg Matrix.det hW
    rw [Matrix.det_mul, h0, zero_mul, Matrix.det_one] at h1
    exact zero_ne_one h1
  -- the Hadamard matrix turns `σ_x` into `σ_z` for both particles
  have key : (c • 1 + K ⊗ₖ (pauli 0 ⊗ₖ pauli 0)) * W =
      W * (c • 1 + K ⊗ₖ (pauli 2 ⊗ₖ pauli 2)) := by
    have h : (K ⊗ₖ (pauli 0 ⊗ₖ pauli 0)) * W = W * (K ⊗ₖ (pauli 2 ⊗ₖ pauli 2)) := by
      simp only [W, ← mul_kronecker_mul, hX, mul_one, one_mul]
    rw [add_mul, mul_add, h, smul_mul_assoc, mul_smul_comm, one_mul, mul_one]
  -- the result is block diagonal, with blocks `c + K` and `c - K`
  have hblock : c • 1 + K ⊗ₖ (pauli 2 ⊗ₖ pauli 2) =
      blockDiagonal (fun k : Fin 2 × Fin 2 =>
        c • 1 + ((![1, -1] : Fin 2 → ℂ) k.1 * (![1, -1] : Fin 2 → ℂ) k.2) • K) := by
    ext ⟨i, k, k'⟩ ⟨j, l, l'⟩
    fin_cases k <;> fin_cases k' <;> fin_cases l <;> fin_cases l' <;>
      simp [blockDiagonal_apply, pauli, Matrix.one_apply]
  have h2 := congrArg Matrix.det key
  rw [Matrix.det_mul, Matrix.det_mul, mul_comm] at h2
  have hpp : c • 1 + ((1 : ℂ) * 1) • K = c • 1 + K := by module
  have hpm : c • 1 + ((1 : ℂ) * (-1)) • K = c • 1 - K := by module
  have hmp : c • 1 + ((-1 : ℂ) * 1) • K = c • 1 - K := by module
  have hmm : c • 1 + ((-1 : ℂ) * (-1)) • K = c • 1 + K := by module
  rw [mul_left_cancel₀ hdet h2, hblock, det_blockDiagonal, Fintype.prod_prod_type]
  simp only [Fin.prod_univ_two, Matrix.cons_val_zero, Matrix.cons_val_one, hpp, hpm, hmp, hmm]
  ring
```

## (d) Splitting off the antisymmetric state

Show that
$$\begin{vmatrix}p&r&r&s\\t&d&e&-r\\t&e&d&-r\\w&-t&-t&p\end{vmatrix}=(d-e)\begin{vmatrix}p&2r&s\\t&d+e&-r\\w&-2t&p\end{vmatrix}$$
and expand the right side. Here $r$ is just a matrix entry.

**Solution.** Subtract row 3 from row 2, then add column 2 to column 3. Row 2 becomes $(0,d-e,0,0)$. The remaining determinant is
$$p((d+e)p-2rt)-2r(tp+rw)-s(2t^2+w(d+e)).$$
Lean expands along the first row and compares with `ring`.

```lean
/-- The determinant of a 4 by 4 matrix of the special form shown, which is symmetric under exchange
of its two middle states. The antisymmetric combination of these states gives the factor `d - e`. -/
theorem det_exchange_symmetric (p d e r t s w : ℂ) :
    (!![p, r, r, s; t, d, e, -r; t, e, d, -r; w, -t, -t, p]).det =
      (d - e) * (p * ((d + e) * p - 2 * r * t) - 2 * r * (t * p + r * w) -
        s * (2 * t ^ 2 + w * (d + e))) := by
  rw [Matrix.det_succ_row_zero]
  simp [Fin.sum_univ_succ, Matrix.det_fin_three, Fin.succAbove]
  ring
```

## (e) The determinant for a general direction

Insert $p=c+a+bz^2$, $d=c-a-bz^2$, $e=2a+buv$, $r=bzu$, $t=bzv$, $s=bu^2$, $w=bv^2$. With $q=z^2+uv$, show that the determinant is
$$(c-3a-bq)(c+a+bq)^2(c+a-bq).$$

**Solution.** First, $d-e=c-3a-bq$. Put $g=c+a$, $A=bz^2$, $B=buv$. The cubic factor is
$$(g-A+B)(p^2-B^2)-4AB(p+B)=(p+B)\bigl[g^2-(A+B)^2\bigr].$$
Since $p+B=g+A+B$ and $A+B=bq$, the claim follows.

```lean
/-- The 4 by 4 determinant behind the two-spin problem, with `z`, `u`, `v` standing for
`n_z`, `n_x - i n_y`, `n_x + i n_y`. -/
theorem det_four (c a b z u v : ℂ) :
    (!![c + a + b * z ^ 2, b * z * u, b * z * u, b * u ^ 2;
        b * z * v, c - a - b * z ^ 2, 2 * a + b * u * v, -(b * z * u);
        b * z * v, 2 * a + b * u * v, c - a - b * z ^ 2, -(b * z * u);
        b * v ^ 2, -(b * z * v), -(b * z * v), c + a + b * z ^ 2]).det =
      (c - 3 * a - b * (z ^ 2 + u * v)) * (c + a + b * (z ^ 2 + u * v)) ^ 2 *
        (c + a - b * (z ^ 2 + u * v)) := by
  rw [det_exchange_symmetric]
  ring
```

## (f) Singlet and triplet

For real $n$ with $\sum_i n_i^2=1$, show that
$$\det(c+K)=(c-3a-b)(c+a+b)^2(c+a-b).$$

**Solution.** Set $z=n_2$, $u=n_0-in_1$, $v=n_0+in_1$. Then $\sigma\cdot n=\begin{pmatrix}z&u\\v&-z\end{pmatrix}$, $K$ gives the matrix of (e), and $q=1$. The first factor belongs to the singlet, the others to the triplet. The hypothesis `hn` supplies the unit length.

```lean
/-- For a unit vector `n`, the determinant of `c + a σ1·σ2 + b (σ1·n)(σ2·n)` is
`(c - 3a - b)(c + a + b)²(c + a - b)`. -/
theorem det_spinCoupling (c a b : ℂ) (n : Fin 3 → ℝ) (hn : ∑ i, n i ^ 2 = 1) :
    (c • 1 + spinCoupling a b n).det =
      (c - 3 * a - b) * (c + a + b) ^ 2 * (c + a - b) := by
  have hc : (n 0 : ℂ) ^ 2 + (n 1 : ℂ) ^ 2 + (n 2 : ℂ) ^ 2 = 1 := by
    rw [Fin.sum_univ_three] at hn
    exact_mod_cast hn
  have hq : (n 2 : ℂ) ^ 2 + (n 0 - n 1 * Complex.I) * (n 0 + n 1 * Complex.I) = 1 := by
    linear_combination hc - (n 1 : ℂ) ^ 2 * Complex.I_sq
  have h := det_four c a b (n 2) (n 0 - n 1 * Complex.I) (n 0 + n 1 * Complex.I)
  rw [hq, mul_one] at h
  have hP : ∑ i, (n i : ℂ) • pauli i =
      !![(n 2 : ℂ), n 0 - n 1 * Complex.I; n 0 + n 1 * Complex.I, -(n 2 : ℂ)] := by
    ext i j
    fin_cases i <;> fin_cases j <;> simp [pauli, Fin.sum_univ_three]
    ring
  rw [← Matrix.det_submatrix_equiv_self pairIndex, ← h]
  unfold spinCoupling
  rw [hP]
  congr 1
  ext i j
  fin_cases i <;> fin_cases j <;>
    simp [pairIndex, pauli, Fin.sum_univ_three,
      -mul_eq_mul_left_iff, -mul_eq_mul_right_iff] <;> ring
```

## (g) The general characteristic polynomial

For a real unit vector $n$, show that $\det(x-(1-M))$ equals
$$\prod_{\pm}(x-1\mp(3a+b))^2(x-1\mp(a+b))^4(x-1\mp(a-b))^2.$$

**Solution.** The matrix is $(x-1)+M$. Use (b) and (c) with $c=x-1$, then (f) for $K$ and for $-K$, which is $K$ with $a,b$ reversed in sign. Squaring and multiplying gives the product.

The proof turns on `Polynomial.funext`: over an infinite domain such as $\mathbb C$, polynomials that agree at every point are equal. Together with `Matrix.eval_charpoly`, it replaces a determinant with polynomial entries by a numerical one at arbitrary $x$, to which (c) and (f) apply.

```lean
/-- For a real unit vector `n` and complex `a`, `b`, the characteristic polynomial of
`1 - a α1·α2 - b (α1·n)(α2·n)` has the roots `1 ± (3a + b)` twice each, `1 ± (a + b)` four
times each and `1 ± (a - b)` twice each, counted together where they coincide. -/
theorem charpoly_coupling (a b : ℂ) (n : Fin 3 → ℝ) (hn : ∑ i, n i ^ 2 = 1) :
    (1 - (a • alphaDot + b • alphaLong n)).charpoly =
      (X - C (1 + (3 * a + b))) ^ 2 * (X - C (1 - (3 * a + b))) ^ 2 *
      (X - C (1 + (a + b))) ^ 4 * (X - C (1 - (a + b))) ^ 4 *
      (X - C (1 + (a - b))) ^ 2 * (X - C (1 - (a - b))) ^ 2 := by
  apply Polynomial.funext
  intro x
  have hs : Matrix.scalar (Spinor × Spinor) x - (1 - (a • alphaDot + b • alphaLong n)) =
      (x - 1) • 1 + (a • alphaDot + b • alphaLong n) := by
    have h1 : Matrix.scalar (Spinor × Spinor) x = x • 1 := by
      ext i j
      simp [Matrix.scalar_apply, Matrix.diagonal_apply, Matrix.one_apply]
    rw [h1]
    module
  have hr : ((x - 1) • 1 + (a • alphaDot + b • alphaLong n)).submatrix regroup regroup =
      (x - 1) • 1 + spinCoupling a b n ⊗ₖ (pauli 0 ⊗ₖ pauli 0) := by
    have h1 (A : Matrix (Spinor × Spinor) (Spinor × Spinor) ℂ) :
        ((x - 1) • 1 + A).submatrix regroup regroup =
          (x - 1) • 1 + A.submatrix regroup regroup := by
      ext i j
      simp only [Matrix.submatrix_apply, Matrix.add_apply, Matrix.smul_apply,
        Matrix.one_apply, regroup.injective.eq_iff]
    rw [h1, coupling_regroup]
  -- the block with `c - K` is the one with both couplings reversed
  have hneg : (x - 1) • 1 - spinCoupling a b n = (x - 1) • 1 + spinCoupling (-a) (-b) n := by
    unfold spinCoupling
    module
  rw [Matrix.eval_charpoly, hs, ← Matrix.det_submatrix_equiv_self regroup, hr, det_exchange,
    hneg, det_spinCoupling _ _ _ n hn, det_spinCoupling _ _ _ n hn]
  simp only [eval_mul, eval_pow, eval_sub, eval_X, eval_C]
  -- match the linear factors one by one, without multiplying them out
  have e1 : x - 1 - 3 * a - b = x - (1 + (3 * a + b)) := by ring
  have e2 : x - 1 + a + b = x - (1 - (a + b)) := by ring
  have e3 : x - 1 + a - b = x - (1 - (a - b)) := by ring
  have e4 : x - 1 - 3 * -a - -b = x - (1 - (3 * a + b)) := by ring
  have e5 : x - 1 + -a + -b = x - (1 + (a + b)) := by ring
  have e6 : x - 1 + -a - -b = x - (1 + (a - b)) := by ring
  rw [e1, e2, e3, e4, e5, e6]
  generalize x - (1 + (3 * a + b)) = p1
  generalize x - (1 - (3 * a + b)) = p2
  generalize x - (1 + (a + b)) = p3
  generalize x - (1 - (a + b)) = p4
  generalize x - (1 + (a - b)) = p5
  generalize x - (1 - (a - b)) = p6
  ring
```

## (h) Coulomb–Gaunt

Show that $1-\alpha^{(1)}\!\cdot\alpha^{(2)}$ has characteristic polynomial $(x-4)^2(x-2)^6x^6(x+2)^2$.

**Solution.** Set $a=1$, $b=0$. The roots are $1\pm3$ twice each and $1\pm1$ with multiplicity $4+2$ each. Lean inserts the unit vector $(1,0,0)$ for $n$, which $b=0$ removes.

```lean
/-- The matrix `1 - α1·α2` of the Coulomb and Gaunt interactions has the characteristic
polynomial `(x - 4)² (x - 2)⁶ x⁶ (x + 2)²`. -/
theorem charpoly_gaunt :
    (1 - alphaDot).charpoly = (X - 4) ^ 2 * (X - 2) ^ 6 * X ^ 6 * (X + 2) ^ 2 := by
  have h := charpoly_coupling 1 0 ![1, 0, 0] (by simp [Fin.sum_univ_three])
  rw [one_smul, zero_smul, add_zero] at h
  rw [h]
  apply Polynomial.funext
  intro x
  simp only [eval_mul, eval_pow, eval_sub, eval_add, eval_X, eval_C, eval_ofNat]
  ring
```

## (i) Coulomb–Breit

For every real unit vector $n$, show that the Coulomb–Breit numerator has characteristic polynomial
$$(x-3)^2(x-2)^4(x-1)^4x^4(x+1)^2.$$

**Solution.** Set $a=b=\tfrac12$. The roots are $1\pm2$ twice each, $1\pm1$ four times each, and $1$ four times because $a-b=0$. The direction has dropped out.

Both numerators are Hermitian, so their extreme eigenvalues bound their expectation values. For relativistic electronic structure, this means that at fixed separation, with all 16 spinor states allowed, the expectation value of the interaction in a normalised spinor state lies between $-1/r$ and $3/r$ for Coulomb–Breit, against $-2/r$ and $4/r$ for Coulomb–Gaunt.

```lean
/-- For every real unit vector `n`, the matrix `1 - (α1·α2 + (α1·n)(α2·n))/2` of the Coulomb
and Breit interactions has the characteristic polynomial
`(x - 3)² (x - 2)⁴ (x - 1)⁴ x⁴ (x + 1)²`. -/
theorem charpoly_breit (n : Fin 3 → ℝ) (hn : ∑ i, n i ^ 2 = 1) :
    (1 - (1 / 2 : ℂ) • (alphaDot + alphaLong n)).charpoly =
      (X - 3) ^ 2 * (X - 2) ^ 4 * (X - 1) ^ 4 * X ^ 4 * (X + 1) ^ 2 := by
  rw [smul_add, charpoly_coupling _ _ n hn]
  apply Polynomial.funext
  intro x
  simp only [eval_mul, eval_pow, eval_sub, eval_add, eval_X, eval_C, eval_ofNat, eval_one]
  ring

end

end GauntBreitSpectrum
```

```lean
#print axioms GauntBreitSpectrum.alpha_anticommutator
#print axioms GauntBreitSpectrum.charpoly_gaunt
#print axioms GauntBreitSpectrum.charpoly_breit
```

```
'GauntBreitSpectrum.alpha_anticommutator' depends on axioms: [propext, Classical.choice, Quot.sound]
'GauntBreitSpectrum.charpoly_gaunt' depends on axioms: [propext, Classical.choice, Quot.sound]
'GauntBreitSpectrum.charpoly_breit' depends on axioms: [propext, Classical.choice, Quot.sound]
```
